# Two potentials can give the same excited-singlet density in the repulsive Hubbard dimer

Two electrons in a spin singlet share two sites, 0 and 1. They hop with amplitude \(t\), repel with energy \(U\) when they meet on one site, and feel on-site energies \(d/2\) and \(-d/2\). The potential \(d\) is thus the difference between the on-site energies, so two values of \(d\) differ by more than a constant shift. Does the density of the first excited singlet determine \(d\)? For \(t,U>0\) it does not: a whole interval of densities occurs at two positive potentials each.

In Lean 4 with Mathlib:

```lean
import Mathlib

open Matrix Set

namespace HubbardDimerExcited

noncomputable section
```

## The singlet Hamiltonian and its middle level

A state \((a,b,c)\) has amplitude \(a\) for both electrons on site 0, \(b\) for both on site 1, and \(c\) for the singlet with one electron on each. In this basis

\[
H=\begin{pmatrix}U+d&0&-\sqrt2\,t\\0&U-d&-\sqrt2\,t\\-\sqrt2\,t&-\sqrt2\,t&0\end{pmatrix}.
\]

The file starts from this matrix; its reduction from the full Hubbard Hamiltonian is the step left to the reader.

```lean
/-- The singlet Hamiltonian of the Hubbard dimer with hopping `t`, repulsion `U` and
potential `d`; the first two basis states have both electrons on one site. -/
def singletH (t U d : ℝ) : Matrix (Fin 3) (Fin 3) ℝ :=
  !![U + d, 0, -(√2 * t); 0, U - d, -(√2 * t); -(√2 * t), -(√2 * t), 0]
```

A level is an eigenvalue with a nonzero real eigenvector.

```lean
/-- `e` is an energy level: the Hamiltonian has a nonzero eigenvector with eigenvalue `e`. -/
def IsLevel (t U d e : ℝ) : Prop :=
  ∃ v : Fin 3 → ℝ, v ≠ 0 ∧ singletH t U d *ᵥ v = e • v
```

The middle level has a level on either side.

```lean
/-- `e` is the middle level: there is a level below it and a level above it. -/
def IsMiddleLevel (t U d e : ℝ) : Prop :=
  IsLevel t U d e ∧ (∃ lo, lo < e ∧ IsLevel t U d lo) ∧ ∃ hi, e < hi ∧ IsLevel t U d hi
```

An excited state is a unit eigenvector of the middle level. "First excited" refers to singlets only; the triplet, at energy 0, is left out.

```lean
/-- `v` is a first excited singlet state: a unit eigenvector for the middle level. -/
def IsExcited (t U d : ℝ) (v : Fin 3 → ℝ) : Prop :=
  v ⬝ᵥ v = 1 ∧ ∃ e, IsMiddleLevel t U d e ∧ singletH t U d *ᵥ v = e • v
```

The site occupations are \(n_0=2a^2+c^2\) and \(n_1=2b^2+c^2\). The imbalance is \(a^2-b^2=(n_0-n_1)/2\), half the difference in occupation. Since \(n_0+n_1=2\) for a unit vector, it fixes both occupations.

```lean
/-- The imbalance `a² - b²` of a state `(a, b, c)`: half the difference in site occupation. -/
def imbalance (v : Fin 3 → ℝ) : ℝ := v 0 ^ 2 - v 1 ^ 2
```

## Labelling the potential by the level

Write the middle level as \(U-w\) with \(0<w<U\). The positive potential that produces it will turn out to be

\[
d(w)=\sqrt{w^2+\frac{4t^2w}{U-w}} .
\]

```lean
/-- The positive potential at which the middle level is `U - w`, for `0 < w < U`. -/
def potentialAt (t U w : ℝ) : ℝ := √(w ^ 2 + 4 * t ^ 2 * w / (U - w))
```

The corresponding imbalance will be \(-F(w)\), where

\[
F(w)=\frac{(U-w)\sqrt{w(U-w)\,[w(U-w)+4t^2]}}{w(U-w)^2+2t^2U}.
\]

```lean
/-- The size of the excited state's imbalance when the middle level is `U - w`, for `t, U > 0` and
`0 ≤ w < U`. -/
def densityCurve (t U w : ℝ) : ℝ :=
  (U - w) * √(w * (U - w) * (w * (U - w) + 4 * t ^ 2)) / (w * (U - w) ^ 2 + 2 * t ^ 2 * U)
```

## The secular cubic

Expanding the determinant gives

\[
\det(H-e)=-e\,[(U-e)^2-d^2]-4t^2(U-e),
\]

and \(e\) is a level exactly when this vanishes. The proof writes out \(H-e\) as `M` and uses the equivalence between a zero determinant and a nonzero kernel vector.

```lean
/-- The energy levels are the roots of the secular cubic. -/
theorem isLevel_iff (t U d e : ℝ) :
    IsLevel t U d e ↔ e * ((U - e) ^ 2 - d ^ 2) + 4 * t ^ 2 * (U - e) = 0 := by
  have hs : √2 ^ 2 = (2 : ℝ) := Real.sq_sqrt (by norm_num)
  obtain ⟨M, hM, hdet⟩ : ∃ M : Matrix (Fin 3) (Fin 3) ℝ,
      (∀ v, M *ᵥ v = singletH t U d *ᵥ v - e • v) ∧
      M.det = -(e * ((U - e) ^ 2 - d ^ 2)) - 4 * t ^ 2 * (U - e) := by
    refine ⟨!![U + d - e, 0, -(√2 * t); 0, U - d - e, -(√2 * t);
      -(√2 * t), -(√2 * t), -e], ?_, ?_⟩
    · intro v
      ext i
      fin_cases i <;>
        simp [singletH, Matrix.mulVec, dotProduct, Fin.sum_univ_three] <;> ring
    · simp [Matrix.det_fin_three]
      linear_combination (-2 * (U - e) * t ^ 2) * hs
  have key := Matrix.exists_mulVec_eq_zero_iff (M := M)
  constructor
  · rintro ⟨v, hv, h⟩
    have h0 := key.mp ⟨v, hv, by rw [hM, h, sub_self]⟩
    linarith
  · intro h
    obtain ⟨v, hv, h0⟩ := key.mpr (by linarith)
    exact ⟨v, hv, sub_eq_zero.mp (by rw [← hM, h0])⟩
```

If \(x<e<z\) are three levels, the cubic splits into three linear factors with these roots, so there is no fourth. Any middle level must then be \(e\). In the proof, `h1`, `h2` and `h3` are divided differences of the cubic, which yield the factorisation; the remaining case split compares the order of the levels.

```lean
/-- The dimer has at most one middle level. -/
theorem middleLevel_unique {t U d e e' : ℝ} (h : IsMiddleLevel t U d e)
    (h' : IsMiddleLevel t U d e') : e = e' := by
  obtain ⟨hy, ⟨x, hxy, hx⟩, z, hyz, hz⟩ := h
  obtain ⟨hy', ⟨x', hxy', hx'⟩, z', hyz', hz'⟩ := h'
  rw [isLevel_iff] at hx hy hz
  -- divided differences of the secular cubic
  have h1 : x ^ 2 + x * e + e ^ 2 - 2 * U * (x + e) + (U ^ 2 - d ^ 2 - 4 * t ^ 2) = 0 := by
    apply mul_left_cancel₀ (sub_pos.mpr hxy).ne'
    linear_combination hy - hx
  have h2 : e ^ 2 + e * z + z ^ 2 - 2 * U * (e + z) + (U ^ 2 - d ^ 2 - 4 * t ^ 2) = 0 := by
    apply mul_left_cancel₀ (sub_pos.mpr hyz).ne'
    linear_combination hz - hy
  have h3 : x + e + z - 2 * U = 0 := by
    apply mul_left_cancel₀ (sub_pos.mpr (hxy.trans hyz)).ne'
    linear_combination h2 - h1
  -- hence there is no fourth level
  have key : ∀ q, IsLevel t U d q → q = x ∨ q = e ∨ q = z := by
    intro q hq
    rw [isLevel_iff] at hq
    have hp : (q - x) * ((q - e) * (q - z)) = 0 := by
      linear_combination hq - hx - (q - x) * h1 - (q - x) * (q - e) * h3
    rcases mul_eq_zero.mp hp with h | h
    · exact Or.inl (sub_eq_zero.mp h)
    · rcases mul_eq_zero.mp h with h | h
      · exact Or.inr (Or.inl (sub_eq_zero.mp h))
      · exact Or.inr (Or.inr (sub_eq_zero.mp h))
  have kx := key x' hx'
  have ky := key e' hy'
  have kz := key z' hz'
  clear key h1 h2 h3 hx hy hz
  rcases kx with a | a | a <;> rcases ky with b | b | b <;> rcases kz with c | c | c <;>
    linarith
```

## The eigenvector equations

The rows of \(Hv=ev\) read

\[
(U-e+d)a=\sqrt2\,t\,c,\qquad (U-e-d)b=\sqrt2\,t\,c,\qquad \sqrt2\,t(a+b)=-e\,c .
\]

```lean
/-- The three component equations of the eigenvalue problem. -/
theorem eigen_components {t U d e : ℝ} {v : Fin 3 → ℝ}
    (h : singletH t U d *ᵥ v = e • v) :
    (U - e + d) * v 0 = √2 * t * v 2 ∧ (U - e - d) * v 1 = √2 * t * v 2 ∧
      √2 * t * (v 0 + v 1) = -e * v 2 := by
  have h0 := congrFun h 0
  have h1 := congrFun h 1
  have h2 := congrFun h 2
  simp [singletH, Matrix.mulVec, dotProduct, Fin.sum_univ_three] at h0 h1 h2
  exact ⟨by linear_combination h0, by linear_combination h1, by linear_combination -h2⟩
```

## Why \(U-w\) lies in the middle

At \(e=U-w\) the cubic becomes \((U-w)(d^2-w^2)=4t^2w\), which is the formula for \(d(w)\). Write any level as \(U-x\) and set \(q=t^2/(U-w)\). Dividing out the known root \(x=w\) leaves

\[
x^2-(U-w)x-U(w+4q)=0,\qquad x_\pm=\tfrac12(U-w\pm R),
\]

with \(R^2=(U-w)^2+4U(w+4q)\). Since

\[
R^2-(3w-U)^2=8w(U-w)+16Uq>0,
\]

we have \(x_-<w<x_+\), so the other two levels enclose \(U-w\). The proof follows this calculation and then normalises an eigenvector.

```lean
/-- If `0 < w < U` and `d` satisfies the secular equation for `U - w`, then `U - w` is the
middle level and it has a unit eigenvector. -/
theorem exists_excited {t U d w : ℝ} (hw : 0 < w) (hwU : w < U)
    (hd : (U - w) * (d ^ 2 - w ^ 2) = 4 * t ^ 2 * w) :
    IsMiddleLevel t U d (U - w) ∧ ∃ v, IsExcited t U d v := by
  have hv : 0 < U - w := sub_pos.mpr hwU
  have hU : 0 < U := hw.trans hwU
  obtain ⟨q, hq, T⟩ : ∃ q : ℝ, 0 ≤ q ∧ q * (U - w) = t ^ 2 :=
    ⟨t ^ 2 / (U - w), div_nonneg (sq_nonneg t) hv.le, div_mul_cancel₀ _ hv.ne'⟩
  have D : d ^ 2 = w ^ 2 + 4 * q * w := by
    apply mul_left_cancel₀ hv.ne'
    linear_combination hd - 4 * w * T
  -- the other two levels solve a quadratic equation
  have root : ∀ x, x ^ 2 - (U - w) * x - U * (w + 4 * q) = 0 → IsLevel t U d (U - x) := by
    intro x hx
    rw [isLevel_iff]
    linear_combination -(x - w) * hx + (x - U) * D - 4 * x * T
  have hP : 0 ≤ U * (w + 4 * q) := by positivity
  obtain ⟨R, hR0, hR⟩ : ∃ R : ℝ, 0 ≤ R ∧ R ^ 2 = (U - w) ^ 2 + 4 * (U * (w + 4 * q)) :=
    ⟨_, Real.sqrt_nonneg _, Real.sq_sqrt (by linarith [sq_nonneg (U - w)])⟩
  have hlt : (2 * w - (U - w)) ^ 2 < R ^ 2 := by
    rw [hR]
    nlinarith [mul_pos hw hv, mul_nonneg hU.le hq]
  obtain ⟨b1, b2⟩ := abs_lt.mp (abs_lt_of_sq_lt_sq hlt hR0)
  have hmid : IsMiddleLevel t U d (U - w) := by
    refine ⟨?_, ⟨U - (U - w + R) / 2, by linarith, root _ ?_⟩,
      U - (U - w - R) / 2, by linarith, root _ ?_⟩
    · rw [isLevel_iff]
      linear_combination -hd
    · linear_combination hR / 4
    · linear_combination hR / 4
  refine ⟨hmid, ?_⟩
  -- normalise an eigenvector
  obtain ⟨v, hv0, h⟩ := hmid.1
  have hN : 0 < v ⬝ᵥ v := by
    refine lt_of_le_of_ne ?_ (fun h0 => hv0 (dotProduct_self_eq_zero.mp h0.symm))
    unfold dotProduct
    exact Finset.sum_nonneg fun i _ => mul_self_nonneg (v i)
  have hS : √(v ⬝ᵥ v) ^ 2 = v ⬝ᵥ v := Real.sq_sqrt hN.le
  have hi : (√(v ⬝ᵥ v))⁻¹ * √(v ⬝ᵥ v) = 1 := inv_mul_cancel₀ (Real.sqrt_pos.mpr hN).ne'
  refine ⟨(√(v ⬝ᵥ v))⁻¹ • v, ?_, U - w, hmid, ?_⟩
  · rw [smul_dotProduct, dotProduct_smul, smul_eq_mul, smul_eq_mul]
    linear_combination -((√(v ⬝ᵥ v))⁻¹ ^ 2) * hS + ((√(v ⬝ᵥ v))⁻¹ * √(v ⬝ᵥ v) + 1) * hi
  · rw [Matrix.mulVec_smul, h, smul_comm]
```

## The density of the middle state

With \(e=U-w\), the first two rows give, for some \(k\),

\[
a=(w-d)k,\qquad b=(w+d)k,\qquad \sqrt2\,t\,c=(w^2-d^2)k .
\]

Hence \(a^2-b^2=-4wd\,k^2\). Normalisation, with \(d^2-w^2=4t^2w/(U-w)\) inserted, gives

\[
1=k^2\left[2(w^2+d^2)+\frac{(d^2-w^2)^2}{2t^2}\right]
=\frac{4wk^2\,[w(U-w)^2+2t^2U]}{(U-w)^2}.
\]

This is `key`. For \(d>0\), `hr` identifies the square root in \(F\) as \((U-w)d\), and so \(a^2-b^2=-F(w)\). Uniqueness of the middle level extends the result to every excited state at that potential.

```lean
/-- For `t, d > 0` and middle level `U - w` with `0 < w < U`, every excited state has imbalance
`-densityCurve t U w`. -/
theorem excited_density {t U d w : ℝ} (ht : 0 < t) (hw : 0 < w) (hwU : w < U) (hd0 : 0 < d)
    (hd : (U - w) * (d ^ 2 - w ^ 2) = 4 * t ^ 2 * w) {v : Fin 3 → ℝ}
    (hv : IsExcited t U d v) : imbalance v = -densityCurve t U w := by
  obtain ⟨hu, e, he, h⟩ := hv
  obtain rfl := middleLevel_unique he (exists_excited hw hwU hd).1
  obtain ⟨h0, h1, -⟩ := eigen_components h
  have hs : √2 ^ 2 = (2 : ℝ) := Real.sq_sqrt (by norm_num)
  have hU : 0 < U := hw.trans hwU
  have hv : 0 < U - w := sub_pos.mpr hwU
  have hwd : w + d ≠ 0 := by positivity
  -- the eigenvector is k (w - d, w + d, ...)
  obtain ⟨k, hb⟩ : ∃ k, v 1 = (w + d) * k := ⟨v 1 / (w + d), (mul_div_cancel₀ _ hwd).symm⟩
  have ha : v 0 = (w - d) * k := by
    apply mul_left_cancel₀ hwd
    linear_combination h0 - h1 + (w - d) * hb
  have hc : √2 * t * v 2 = (w ^ 2 - d ^ 2) * k := by
    linear_combination -h0 + (w + d) * ha
  have hc2 : 2 * t ^ 2 * v 2 ^ 2 = (w ^ 2 - d ^ 2) ^ 2 * k ^ 2 := by
    linear_combination (√2 * t * v 2 + (w ^ 2 - d ^ 2) * k) * hc - t ^ 2 * v 2 ^ 2 * hs
  simp only [dotProduct, Fin.sum_univ_three] at hu
  rw [ha, hb] at hu
  -- normalisation fixes k ^ 2
  have key : 4 * w * k ^ 2 * (w * (U - w) ^ 2 + 2 * t ^ 2 * U) = (U - w) ^ 2 := by
    have h2t : 2 * t ^ 2 ≠ 0 := by positivity
    apply mul_left_cancel₀ h2t
    linear_combination 2 * t ^ 2 * (U - w) ^ 2 * hu - (U - w) ^ 2 * hc2 -
      k ^ 2 * (4 * t ^ 2 * (U - w) + (U - w) * (d ^ 2 - w ^ 2) + 4 * t ^ 2 * w) * hd
  have hr : √(w * (U - w) * (w * (U - w) + 4 * t ^ 2)) = (U - w) * d := by
    rw [show w * (U - w) * (w * (U - w) + 4 * t ^ 2) = ((U - w) * d) ^ 2 by
      linear_combination -(U - w) * hd]
    exact Real.sqrt_sq (mul_pos hv hd0).le
  have hD : w * (U - w) ^ 2 + 2 * t ^ 2 * U ≠ 0 := by positivity
  have hF : densityCurve t U w = 4 * w * d * k ^ 2 := by
    unfold densityCurve
    rw [hr, div_eq_iff hD]
    linear_combination -d * key
  rw [hF, imbalance, ha, hb]
  ring
```

## Two potentials for one density

The function \(F\) is continuous on \([0,U]\), with

\[
F(0)=F(U)=0,\qquad F(U/2)=\frac{U}{\sqrt{U^2+16t^2}} .
\]

If \(-U/\sqrt{U^2+16t^2}<n<0\), the intermediate value theorem on each half gives \(w<U/2<w'\) with \(F(w)=F(w')=-n\). Both terms under the root in \(d(w)\) grow with \(w\), so \(0<d(w)<d(w')\).

The theorem states that excited states exist at both potentials and that all of them have imbalance \(n\). It makes no claim about densities beyond this interval. In this two-site singlet model, inverting an excited density from this interval to a potential therefore has more than one solution, and the density alone does not select one.

```lean
/-- For `t, U > 0`, every imbalance `n` with `-U/√(U² + 16t²) < n < 0` belongs to the first excited
singlet states at two different positive potentials. -/
theorem excited_density_not_injective {t U : ℝ} (ht : 0 < t) (hU : 0 < U) {n : ℝ}
    (hn : -(U / √(U ^ 2 + 16 * t ^ 2)) < n) (hn0 : n < 0) :
    ∃ d d' : ℝ, 0 < d ∧ d < d' ∧
      (∃ v, IsExcited t U d v) ∧ (∃ v, IsExcited t U d' v) ∧
      (∀ v, IsExcited t U d v → imbalance v = n) ∧
      (∀ v, IsExcited t U d' v → imbalance v = n) := by
  have hcont : ContinuousOn (densityCurve t U) (Icc 0 U) := by
    unfold densityCurve
    refine ContinuousOn.div (Continuous.continuousOn (by fun_prop))
      (Continuous.continuousOn (by fun_prop)) ?_
    intro w hw
    have h1 := mul_nonneg hw.1 (sq_nonneg (U - w))
    have h2 : 0 < 2 * t ^ 2 * U := by positivity
    linarith
  -- the curve vanishes at both ends and is known in the middle
  have c0 : densityCurve t U 0 = 0 := by simp [densityCurve]
  have cU : densityCurve t U U = 0 := by simp [densityCurve]
  have cm : densityCurve t U (U / 2) = U / √(U ^ 2 + 16 * t ^ 2) := by
    have hS : √(U ^ 2 + 16 * t ^ 2) ^ 2 = U ^ 2 + 16 * t ^ 2 := Real.sq_sqrt (by positivity)
    have hS0 : 0 < √(U ^ 2 + 16 * t ^ 2) := Real.sqrt_pos.mpr (by positivity)
    unfold densityCurve
    generalize √(U ^ 2 + 16 * t ^ 2) = S at hS hS0 ⊢
    rw [show U / 2 * (U - U / 2) * (U / 2 * (U - U / 2) + 4 * t ^ 2) = (U * S / 4) ^ 2 by
      linear_combination -(U ^ 2 / 16) * hS, Real.sqrt_sq (by positivity),
      div_eq_div_iff (by positivity) hS0.ne']
    linear_combination U ^ 2 / 8 * hS
  obtain ⟨w, hw, hwn⟩ := intermediate_value_Icc (f := densityCurve t U)
    (by linarith : (0 : ℝ) ≤ U / 2) (hcont.mono (Icc_subset_Icc le_rfl (by linarith)))
    (show -n ∈ Icc _ _ from ⟨by linarith, by linarith⟩)
  obtain ⟨w', hw', hwn'⟩ := intermediate_value_Icc' (f := densityCurve t U)
    (by linarith : U / 2 ≤ U) (hcont.mono (Icc_subset_Icc (by linarith) le_rfl))
    (show -n ∈ Icc _ _ from ⟨by linarith, by linarith⟩)
  have w0 : 0 < w := lt_of_le_of_ne hw.1 (by rintro rfl; linarith)
  have wm : w < U / 2 := lt_of_le_of_ne hw.2 (by rintro rfl; linarith)
  have wU : w' < U := lt_of_le_of_ne hw'.2 (by rintro rfl; linarith)
  have ww : w < w' := wm.trans_le hw'.1
  -- each w is realised by an explicit potential
  have real : ∀ x, 0 < x → x < U → densityCurve t U x = -n →
      0 < potentialAt t U x ∧ (∃ v, IsExcited t U (potentialAt t U x) v) ∧
      ∀ v, IsExcited t U (potentialAt t U x) v → imbalance v = n := by
    intro x hx hxU hxn
    have hv : 0 < U - x := sub_pos.mpr hxU
    have hp : 0 < x ^ 2 + 4 * t ^ 2 * x / (U - x) :=
      add_pos (by positivity) (div_pos (by positivity) hv)
    have hd : (U - x) * (potentialAt t U x ^ 2 - x ^ 2) = 4 * t ^ 2 * x := by
      have h := div_mul_cancel₀ (4 * t ^ 2 * x) hv.ne'
      rw [potentialAt, Real.sq_sqrt hp.le]
      linear_combination h
    have hd0 : 0 < potentialAt t U x := Real.sqrt_pos.mpr hp
    refine ⟨hd0, (exists_excited hx hxU hd).2, fun v hv => ?_⟩
    rw [excited_density ht hx hxU hd0 hd hv, hxn, neg_neg]
  obtain ⟨p, ex, all⟩ := real w w0 (ww.trans wU) hwn
  obtain ⟨-, ex', all'⟩ := real w' (w0.trans ww) wU hwn'
  refine ⟨_, _, p, ?_, ex, ex', all, all'⟩
  -- the potential grows with w
  have hv : 0 < U - w := by linarith
  have hv' : 0 < U - w' := by linarith
  have hle : 4 * t ^ 2 * w / (U - w) ≤ 4 * t ^ 2 * w' / (U - w') := by
    rw [div_le_div_iff₀ hv hv']
    have h := mul_pos (mul_pos (pow_pos ht 2) hU) (sub_pos.mpr ww)
    linarith
  have hsq : w ^ 2 < w' ^ 2 := by nlinarith
  exact Real.sqrt_lt_sqrt (add_nonneg (sq_nonneg w) (div_nonneg (by positivity) hv.le))
    (by linarith)
```

## The case without repulsion

At \(U=0\) and \(t\ne0\) the levels are \(0\) and \(\pm\sqrt{d^2+4t^2}\). The middle one is \(e=0\), and the third row gives \(a+b=0\). Hence \(a^2-b^2=0\) for every excited state, whatever the value of \(d\): the density then carries no information about the potential.

```lean
/-- Without repulsion and with nonzero hopping, the first excited singlet state has equal
site densities at every potential. -/
theorem noninteracting_excited_density {t d : ℝ} (ht : t ≠ 0) {v : Fin 3 → ℝ}
    (hv : IsExcited t 0 d v) : imbalance v = 0 := by
  obtain ⟨-, e, he, h⟩ := hv
  have hp : 0 < d ^ 2 + 4 * t ^ 2 := by positivity
  have hR := Real.sq_sqrt hp.le
  have hR0 := Real.sqrt_pos.mpr hp
  -- the levels are 0 and ±√(d² + 4t²)
  have hmid : IsMiddleLevel t 0 d 0 := by
    refine ⟨?_, ⟨-√(d ^ 2 + 4 * t ^ 2), by linarith, ?_⟩, √(d ^ 2 + 4 * t ^ 2), hR0, ?_⟩
    · rw [isLevel_iff]
      ring
    · rw [isLevel_iff]
      linear_combination -√(d ^ 2 + 4 * t ^ 2) * hR
    · rw [isLevel_iff]
      linear_combination √(d ^ 2 + 4 * t ^ 2) * hR
  have he0 : e = 0 := middleLevel_unique he hmid
  obtain ⟨-, -, h2⟩ := eigen_components h
  have hs : √2 * t ≠ 0 := mul_ne_zero (Real.sqrt_pos.mpr (by norm_num)).ne' ht
  have hab : v 0 + v 1 = 0 := by
    apply mul_left_cancel₀ hs
    rw [h2, he0]
    ring
  unfold imbalance
  linear_combination (v 0 - v 1) * hab

end

end HubbardDimerExcited
```

```lean
#print axioms HubbardDimerExcited.excited_density_not_injective
-- 'HubbardDimerExcited.excited_density_not_injective' depends on axioms: [propext, Classical.choice, Quot.sound]
#print axioms HubbardDimerExcited.noninteracting_excited_density
-- 'HubbardDimerExcited.noninteracting_excited_density' depends on axioms: [propext, Classical.choice, Quot.sound]
```
